# The one-dimensional free-particle density matrix: a Gaussian from plane waves, the Bloch equation and an exact discretised path integral

A single particle of mass m moves on an infinite line with no potential. Its Hamiltonian is −lam d²/dx², so a plane wave exp(ikx) with wave number k has energy lam k². The inverse temperature β is measured in inverse energy, and imaginary times τ, a and b carry the same unit. All derivations below take lam and these times to be positive.

```lean
import Mathlib

open MeasureTheory
open scoped Real

namespace FreeParticleDensityMatrix

noncomputable section
```

The constant lam stands for the kinetic coefficient

lam = ħ²/(2m).

Most results are stated for a general lam, and part (f) inserts this value.

```lean
/-- The kinetic coefficient `ħ² / (2m)` of a particle of mass `m`. -/
def kineticCoeff (hbar m : ℝ) : ℝ := hbar ^ 2 / (2 * m)
```

The position-space density matrix of a free particle is the matrix element ⟨x₁|exp(−βH)|x₂⟩, with H the Hamiltonian above. It depends on its two positions only through their difference. `freeRho lam β x` is a function of that displacement x, written ρ(β, x) below:

ρ(β, x) = exp(−x²/(4 lam β)) / √(4π lam β).

It is not divided by a partition function, which would diverge on an infinite line.

```lean
/-- The Gaussian free-particle density matrix at inverse temperature `β`,
as a function of the displacement `x`. -/
def freeRho (lam β x : ℝ) : ℝ :=
  Real.exp (-x ^ 2 / (4 * lam * β)) / √(4 * π * lam * β)
```

The thermal superposition of plane waves is a separate object, complex-valued by definition:

W(β, x) = (1/2π) ∫ exp(ikx − β lam k²) dk.

```lean
/-- The integral over plane waves `exp (i k x)`, each weighted by its Boltzmann factor
`exp (-β lam k²)`, divided by `2π`. -/
def planeWaveRho (lam β x : ℝ) : ℂ :=
  1 / (2 * (π : ℂ)) *
    ∫ k : ℝ, Complex.exp (Complex.I * k * x - β * lam * (k : ℂ) ^ 2)
```

Finally, Pₙ(x, z) is the discretised path integral from x to z with n intermediate beads, hence n + 1 links of imaginary time τ each. It is defined by recursion, with the first bead integrated outermost:

P₀(x, z) = ρ(τ, x − z)

Pₙ₊₁(x, z) = ∫ ρ(τ, x − y) Pₙ(y, z) dy.

```lean
/-- The discretised path integral from `x` to `z` with `n` intermediate beads,
neighbouring beads being joined by the free density matrix of imaginary time `τ`. -/
def pathRho (lam τ : ℝ) : ℕ → ℝ → ℝ → ℝ
  | 0, x, z => freeRho lam τ (x - z)
  | n + 1, x, z => ∫ y : ℝ, freeRho lam τ (x - y) * pathRho lam τ n y z
```

## (a) Summing the plane waves

Show that the plane-wave integral has the closed form

W(β, x) = ρ(β, x).

Complete the square in k:

ikx − β lam k² = −β lam (k − ix/(2β lam))² − x²/(4 lam β).

The integrand is entire and decays rapidly in any horizontal strip of the complex k plane, so the line of integration can be shifted by ix/(2β lam). What remains is a real Gaussian integral:

∫ exp(−β lam k²) dk = √(π/(β lam)).

Dividing by 2π gives 1/√(4π lam β), which is the prefactor of ρ.

In Lean the right-hand side is a real number regarded as complex, so the equality also says that the imaginary part of W vanishes. Mathlib's `integral_cexp_quadratic` supplies the square completion and the shift. The steps `hs` and `he` then identify the prefactor and the exponent.

```lean
/-- The plane-wave integral equals the Gaussian density matrix. -/
theorem planeWaveRho_eq {lam β : ℝ} (hl : 0 < lam) (hβ : 0 < β) (x : ℝ) :
    planeWaveRho lam β x = (freeRho lam β x : ℂ) := by
  have hre : (-((β : ℂ) * (lam : ℂ))).re < 0 := by
    have := mul_pos hβ hl
    simpa using this
  -- the Gaussian integral with a complex linear term
  have h := integral_cexp_quadratic hre (Complex.I * x) 0
  have hint : (fun k : ℝ => Complex.exp (Complex.I * k * x - β * lam * (k : ℂ) ^ 2)) =
      fun k : ℝ => Complex.exp (-((β : ℂ) * lam) * (k : ℂ) ^ 2 + Complex.I * x * k + 0) := by
    funext k
    congr 1
    ring
  have hc : ((π : ℂ) / - -((β : ℂ) * lam)) ^ (1 / 2 : ℂ) = ((√(π / (β * lam)) : ℝ) : ℂ) := by
    rw [neg_neg, Real.sqrt_eq_rpow, Complex.ofReal_cpow (by positivity)]
    push_cast
    rfl
  have hs : √(π / (β * lam)) = 2 * π / √(4 * π * lam * β) := by
    have h1 : π / (β * lam) = (2 * π) ^ 2 / (4 * π * lam * β) := by
      rw [div_eq_div_iff (by positivity) (by positivity)]
      ring
    rw [h1, Real.sqrt_div (sq_nonneg _), Real.sqrt_sq (by positivity)]
  have he : (0 : ℂ) - (Complex.I * x) ^ 2 / (4 * -((β : ℂ) * lam)) =
      ((-x ^ 2 / (4 * lam * β) : ℝ) : ℂ) := by
    push_cast
    rw [mul_pow, Complex.I_sq]
    ring
  have key : ∀ E S : ℝ, S ≠ 0 → E / S = 1 / (2 * π) * (2 * π / S * E) := by
    intro E S hS
    have := Real.pi_ne_zero
    field_simp
  have hS : √(4 * π * lam * β) ≠ 0 := by positivity
  rw [planeWaveRho, hint, h, hc, hs, he, ← Complex.ofReal_exp, freeRho,
    key (Real.exp (-x ^ 2 / (4 * lam * β))) _ hS]
  simp only [Complex.ofReal_mul, Complex.ofReal_div, Complex.ofReal_one, Complex.ofReal_ofNat]
```

## (b) Area under the kernel

Show that

∫ ρ(β, x) dx = 1.

Put α = 1/(4 lam β). Then

∫ exp(−αx²) dx = √(π/α) = √(4π lam β),

and this cancels the denominator of ρ. The integral runs over displacements; it is not the trace of the density matrix, which would set the displacement to zero and integrate over position.

The proof rewrites the exponent as −αx², applies `integral_gaussian`, and uses `hb` for π/α = 4π lam β.

```lean
/-- The free density matrix integrates to one over all displacements. -/
theorem integral_freeRho {lam β : ℝ} (hl : 0 < lam) (hβ : 0 < β) :
    ∫ x : ℝ, freeRho lam β x = 1 := by
  have hf : (fun x : ℝ => freeRho lam β x) =
      fun x : ℝ => Real.exp (-(1 / (4 * lam * β)) * x ^ 2) / √(4 * π * lam * β) := by
    funext x
    rw [freeRho]
    congr 2
    ring
  have hb : π / (1 / (4 * lam * β)) = 4 * π * lam * β := by
    rw [div_div_eq_mul_div, div_one]
    ring
  have hS : √(4 * π * lam * β) ≠ 0 := by positivity
  rw [hf, integral_div, integral_gaussian, hb, div_self hS]
```

## (c) Slope in position

Show that

∂ρ/∂x = −(x/(2 lam β)) ρ.

Only the exponent depends on x. Its derivative is −2x/(4 lam β) = −x/(2 lam β), and the chain rule multiplies ρ by this factor.

`HasDerivAt` says that the derivative exists and has the stated value. The Lean statement has no positivity hypotheses: if lam β ≤ 0, Lean's conventions for square roots and division make `freeRho` identically zero, and the formula holds trivially.

```lean
/-- The first position derivative of the free density matrix. -/
theorem hasDerivAt_freeRho (lam β x : ℝ) :
    HasDerivAt (freeRho lam β) (-(x / (2 * lam * β)) * freeRho lam β x) x := by
  have hq : HasDerivAt (fun y : ℝ => -y ^ 2) (-(2 * x)) x := by
    simpa using (hasDerivAt_pow 2 x).fun_neg
  have h := ((hq.div_const (4 * lam * β)).exp).div_const (√(4 * π * lam * β))
  refine h.congr_deriv ?_
  unfold freeRho
  ring
```

## (d) Slope in inverse temperature

Show that

∂ρ/∂β = ρ (x²/(4 lam β²) − 1/(2β)).

Write ρ = E/S, with E the exponential and S = √(4π lam β). Then

∂E/∂β = E x²/(4 lam β²).

Since S² = 4π lam β,

∂S/∂β = 4π lam/(2S) = S/(2β).

The quotient rule gives

∂ρ/∂β = (∂E/∂β)/S − E (∂S/∂β)/S²,

and inserting the two derivatives yields the target.

The Lean proof follows the same split: `hE` differentiates the exponential, `hR` the square root, and `hd` rewrites the latter derivative as S/(2β). Both functions are then replaced by letters, which leaves only algebra.

```lean
/-- The derivative of the free density matrix with respect to inverse temperature. -/
theorem hasDerivAt_freeRho_beta {lam β : ℝ} (hl : 0 < lam) (hβ : 0 < β) (x : ℝ) :
    HasDerivAt (fun b => freeRho lam b x)
      (freeRho lam β x * (x ^ 2 / (4 * lam * β ^ 2) - 1 / (2 * β))) β := by
  have hlin : ∀ c : ℝ, HasDerivAt (fun b : ℝ => c * b) c β := fun c =>
    ((hasDerivAt_id' β).const_mul c).congr_deriv (mul_one c)
  have hE := ((hasDerivAt_const β (-x ^ 2)).fun_div (hlin (4 * lam)) (by positivity)).exp
  have hR := (hlin (4 * π * lam)).sqrt (by positivity)
  have hS : √(4 * π * lam * β) ≠ 0 := by positivity
  have hS2 : √(4 * π * lam * β) ^ 2 = 4 * π * lam * β := Real.sq_sqrt (by positivity)
  -- the derivative of the normalising square root
  have hd : 4 * π * lam / (2 * √(4 * π * lam * β)) = √(4 * π * lam * β) / (2 * β) := by
    rw [div_eq_div_iff (by positivity) (by positivity)]
    linear_combination -2 * hS2
  refine (hE.fun_div hR hS).congr_deriv ?_
  unfold freeRho
  rw [hd]
  clear hd hS2 hR hE
  generalize √(4 * π * lam * β) = S at hS ⊢
  generalize Real.exp (-x ^ 2 / (4 * lam * β)) = E
  field_simp
  ring
```

## (e) Diffusion in imaginary time

Show that ρ satisfies the Bloch equation

∂ρ/∂β = lam ∂²ρ/∂x².

Differentiate the result of (c) with the product rule:

∂²ρ/∂x² = −(1/(2 lam β)) ρ + (x/(2 lam β))² ρ.

Multiplication by lam gives

lam ∂²ρ/∂x² = (x²/(4 lam β²) − 1/(2β)) ρ,

which is the β derivative found in (d).

In the Lean statement, `deriv (deriv (freeRho lam β)) x` is the second position derivative. The product rule is `h2`, and the comparison of the two brackets is `e`.

```lean
/-- The Bloch equation: the inverse-temperature derivative of the free density matrix is
`lam` times its second position derivative. -/
theorem bloch_equation {lam β : ℝ} (hl : 0 < lam) (hβ : 0 < β) (x : ℝ) :
    HasDerivAt (fun b => freeRho lam b x) (lam * deriv (deriv (freeRho lam β)) x) β := by
  have h1 : deriv (freeRho lam β) = fun y => -(y / (2 * lam * β)) * freeRho lam β y :=
    funext fun y => (hasDerivAt_freeRho lam β y).deriv
  -- differentiate the slope once more with the product rule
  have h2 := (((hasDerivAt_id' x).div_const (2 * lam * β)).fun_neg).fun_mul
    (hasDerivAt_freeRho lam β x)
  rw [h1, h2.deriv]
  refine (hasDerivAt_freeRho_beta hl hβ x).congr_deriv ?_
  have e : x ^ 2 / (4 * lam * β ^ 2) - 1 / (2 * β) =
      lam * ((x / (2 * lam * β)) ^ 2 - 1 / (2 * lam * β)) := by
    field_simp
    ring
  rw [e]
  ring
```

## (f) A particle of mass m

For ħ, m, β > 0, show that the plane-wave integral is

(1/2π) ∫ exp(ikx − βħ²k²/(2m)) dk = √(m/(2πħ²β)) exp(−mx²/(2ħ²β)),

that the right-hand side has unit integral over x, and that it satisfies

∂ρ/∂β = (ħ²/(2m)) ∂²ρ/∂x².

With lam = ħ²/(2m),

4 lam β = 2ħ²β/m,

which turns ρ into the expression above. Since lam is positive, parts (a), (b) and (e) give the three claims.

The Lean theorem joins them in one conjunction. Here `hbar` is any positive real number, so no system of units is fixed.

```lean
/-- For a free particle of mass `m`, the plane-wave integral is the Gaussian density matrix, which
integrates to one over all displacements and satisfies the Bloch equation with coefficient `ħ² /
(2m)`. -/
theorem free_particle_density_matrix {hbar m β : ℝ}
    (hh : 0 < hbar) (hm : 0 < m) (hβ : 0 < β) :
    (∀ x, planeWaveRho (kineticCoeff hbar m) β x = (freeRho (kineticCoeff hbar m) β x : ℂ)) ∧
    (∫ x : ℝ, freeRho (kineticCoeff hbar m) β x = 1) ∧
    (∀ x, HasDerivAt (fun b => freeRho (kineticCoeff hbar m) b x)
      (hbar ^ 2 / (2 * m) * deriv (deriv (freeRho (kineticCoeff hbar m) β)) x) β) := by
  have hl : 0 < kineticCoeff hbar m := by
    unfold kineticCoeff
    positivity
  exact ⟨planeWaveRho_eq hl hβ, integral_freeRho hl hβ, bloch_equation hl hβ⟩
```

## (g) One bead between two fixed neighbours

A path goes from x to a bead at y in imaginary time a, and from y to z in imaginary time b. Define

c = ab/(a + b)

ȳ = (bx + az)/(a + b).

Show that

ρ(a, x − y) ρ(b, y − z) = ρ(a + b, x − z) ρ(c, y − ȳ).

Collect powers of y in the exponents, leaving out the common factor −1/(4 lam):

(x − y)²/a + (y − z)²/b = (y − ȳ)²/c + R.

The remainder R does not contain y:

R = x²/a + z²/b − (bx + az)²/(ab(a + b)) = (x − z)²/(a + b).

The prefactors agree because ab = (a + b)c.

Given its neighbours, a free-particle bead is therefore Gaussian about ȳ with variance 2 lam c. This is the identity behind Brownian-bridge sampling (the Lévy construction) in path-integral Monte Carlo, where free-particle beads can be drawn directly; when such draws serve as proposals for a particle in a potential, an acceptance test can account for the potential.

In the proof, `hS` matches the prefactors and `hE` completes the square.

```lean
/-- Two successive free propagations through a bead at `y` factor into the end-to-end density
matrix and a Gaussian in `y` centred on a weighted mean of the end points. -/
theorem bridge_factorisation {lam a b : ℝ} (hl : 0 < lam) (ha : 0 < a) (hb : 0 < b)
    (x y z : ℝ) :
    freeRho lam a (x - y) * freeRho lam b (y - z) =
      freeRho lam (a + b) (x - z) *
        freeRho lam (a * b / (a + b)) (y - (b * x + a * z) / (a + b)) := by
  have hab : a + b ≠ 0 := by positivity
  have hA : 0 ≤ 4 * π * lam * a := by positivity
  have hC : 0 ≤ 4 * π * lam * (a + b) := by positivity
  have hS : √(4 * π * lam * a) * √(4 * π * lam * b) =
      √(4 * π * lam * (a + b)) * √(4 * π * lam * (a * b / (a + b))) := by
    rw [← Real.sqrt_mul hA, ← Real.sqrt_mul hC]
    congr 1
    field_simp
  -- complete the square in the bead position
  have hE : Real.exp (-(x - y) ^ 2 / (4 * lam * a)) * Real.exp (-(y - z) ^ 2 / (4 * lam * b)) =
      Real.exp (-(x - z) ^ 2 / (4 * lam * (a + b))) *
        Real.exp (-(y - (b * x + a * z) / (a + b)) ^ 2 / (4 * lam * (a * b / (a + b)))) := by
    rw [← Real.exp_add, ← Real.exp_add]
    congr 1
    field_simp
    ring
  unfold freeRho
  rw [div_mul_div_comm, div_mul_div_comm, hE, hS]
```

## (h) Integrating out the bead

Show that

∫ ρ(a, x − y) ρ(b, y − z) dy = ρ(a + b, x − z).

By (g), the first factor on the right does not depend on y and comes out of the integral. Shifting y by ȳ leaves

∫ ρ(c, y) dy = 1,

by (b), since c > 0.

The Lean proof takes these steps in the same order; `integral_sub_right_eq_self` is the shift.

```lean
/-- Integrating over the intermediate position composes two free density matrices into the
one at the sum of their inverse temperatures. -/
theorem freeRho_composition {lam a b : ℝ} (hl : 0 < lam) (ha : 0 < a) (hb : 0 < b)
    (x z : ℝ) :
    ∫ y : ℝ, freeRho lam a (x - y) * freeRho lam b (y - z) = freeRho lam (a + b) (x - z) := by
  have hc : 0 < a * b / (a + b) := by positivity
  simp_rw [bridge_factorisation hl ha hb x _ z]
  rw [integral_const_mul,
    integral_sub_right_eq_self (fun y => freeRho lam (a * b / (a + b)) y),
    integral_freeRho hl hc, mul_one]
```

## (i) Any number of slices

Show that for every n ≥ 0

Pₙ(x, z) = ρ((n + 1)τ, x − z).

For n = 0 this is the definition. Suppose that it holds for some n and for every starting point. Then

Pₙ₊₁(x, z) = ∫ ρ(τ, x − y) ρ((n + 1)τ, y − z) dy = ρ((n + 2)τ, x − z),

by (h) with a = τ and b = (n + 1)τ.

For this non-interacting particle, the discretised path integral thus has no time-step error, however coarse the slicing. With a potential, the usual splitting into kinetic and potential factors generally introduces one.

The starting point changes from x to y in the induction step, which is why the Lean induction is `generalizing x`. The identity `ht` adds the imaginary times.

```lean
/-- The discretised free-particle path integral with `n` intermediate beads equals the
density matrix at total imaginary time `(n + 1) τ`. -/
theorem pathRho_exact {lam τ : ℝ} (hl : 0 < lam) (hτ : 0 < τ) (n : ℕ) (x z : ℝ) :
    pathRho lam τ n x z = freeRho lam (((n : ℝ) + 1) * τ) (x - z) := by
  induction n generalizing x with
  | zero => simp [pathRho]
  | succ n ih =>
    have hn : 0 < ((n : ℝ) + 1) * τ := by positivity
    have ht : τ + ((n : ℝ) + 1) * τ = (((n + 1 : ℕ) : ℝ) + 1) * τ := by
      push_cast
      ring
    -- integrate out the first bead
    simp only [pathRho, ih]
    rw [freeRho_composition hl hτ hn, ht]

end

end FreeParticleDensityMatrix
```

```lean
#print axioms FreeParticleDensityMatrix.free_particle_density_matrix
-- 'FreeParticleDensityMatrix.free_particle_density_matrix' depends on axioms: [propext, Classical.choice, Quot.sound]
#print axioms FreeParticleDensityMatrix.pathRho_exact
-- 'FreeParticleDensityMatrix.pathRho_exact' depends on axioms: [propext, Classical.choice, Quot.sound]
```

## The same particle on a ring

The model could also have been a ring of circumference L, as in a simulation cell with periodic boundaries. The wave numbers would then be k = 2πj/L with integer j, and (1/2π) ∫ dk would become (1/L) Σ. By Poisson summation, the kernel would be a sum over periodic images:

ρ_L(β, x) = Σ_w ρ(β, x + wL), with w running over all integers.

It would integrate to one over a single circumference and satisfy the same Bloch equation, and its trace would be finite. The bridge in (g) would change form: the bead distribution would be a mixture of Gaussians wrapped around the ring, one for each winding number of the path between the two neighbours. These statements would need proofs of their own.
